# For an error c h^p + O(h^q) with 0 < p < q and c ≠ 0, the observed order tends to p

Let A(h) be a quantity computed with step h > 0, for instance an energy on a grid of spacing h. Write A0 for its limiting value and suppose that, as h → 0+,

A(h) = A0 + c h^p + E(h), E(h) = O(h^q),

with real exponents 0 < p < q and c ≠ 0. The term c h^p is the leading discretisation error: both p and c can depend on the numerical scheme and on the system, since limited smoothness of the solution can lower the order of a scheme. The bound on E says that |E(h)| ≤ C h^q for some constant C and all small enough h > 0.

Fix a refinement ratio r > 1. Calculations at h, h/r and h/r² give the gap, the gap ratio, the observed order and a three-point extrapolated value:

g(h) = A(h) − A(h/r)

ρ(h) = g(h) / g(h/r)

P(h) = ln ρ(h) / ln r

T(h) = (ρ(h) A(h/r) − A(h)) / (ρ(h) − 1)

The claim is that P(h) = p + O(h^(q−p)) and T(h) = A0 + O(h^q). Neither P nor T uses p as input.

## From successive gaps to the exponent

Since (h/r)^q = r^(−q) h^q, the remainder E(h/r) is also O(h^q). Subtracting the expansions at h and h/r gives

g(h) = K h^p + D(h), K = c(1 − r^(−p)), D(h) = E(h) − E(h/r) = O(h^q).

Here K ≠ 0, because c ≠ 0 and r^p > 1. The leading terms cancel in the combination

g(h) − r^p g(h/r) = D(h) − r^p D(h/r) = O(h^q).

Moreover g(h/r)/(h/r)^p → K, so g(h/r) is nonzero for small h and its reciprocal is O(h^(−p)). Dividing by g(h/r),

ρ(h) − r^p = O(h^(q−p)).

The logarithm is differentiable at r^p > 0, so ln ρ(h) − p ln r = O(h^(q−p)). Division by ln r gives the claim for P. If E = 0, then D = 0 and ρ(h) = r^p, so P(h) = p at every positive step.

The condition c ≠ 0 is needed. Take A(h) = A0 + h² with c = 0, p = 1 and q = 2. The other hypotheses hold, but ρ(h) = r² and the observed order is 2, not 1.

## Extrapolation with the measured ratio

Insert the expansions into the numerator of T(h) − A0 and use h^p = r^p (h/r)^p:

ρ(h) A(h/r) − A(h) − (ρ(h) − 1) A0
= ρ(h) E(h/r) − E(h) + (ρ(h) − r^p) c (h/r)^p.

The first two terms are O(h^q) because ρ is bounded near zero. The third is O(h^(q−p)) · O(h^p) = O(h^q). The denominator ρ(h) − 1 tends to r^p − 1 > 0, so T(h) − A0 = O(h^q).

For grid or time-step studies in electronic structure and simulation, this supports estimating the order and the limit from three runs, provided that the steps have a constant ratio and are small enough for the leading term to dominate, and that the error follows the assumed law in a single step variable h.

## The asymptotic law and the three-point quantities in Lean

```lean
import Mathlib

open Filter Asymptotics Topology

namespace ObservedOrder

noncomputable section
```

The hypothesis on A is a single proposition. The filter `𝓝[>] 0` means that h tends to zero through positive values, and `=O` is the bound stated above. The law is assumed, not derived from a particular discretisation.

```lean
/-- The computed quantity `A h` equals `A0 + c h^p` up to an error `O(h^q)` as the step `h`
tends to zero from above. -/
def HasLeadingError (A : ℝ → ℝ) (A0 c p q : ℝ) : Prop :=
  (fun h => A h - A0 - c * h ^ p) =O[𝓝[>] 0] fun h => h ^ q
```

The next four definitions are g, ρ, P and T, in that order. All powers have real exponents.

```lean
/-- The change of the computed quantity when the step is refined from `h` to `h / r`. -/
def gap (A : ℝ → ℝ) (r h : ℝ) : ℝ := A h - A (h / r)

/-- The ratio of two successive changes, for steps `h`, `h / r`, `h / r^2`; its domain is
where the second change is nonzero. -/
def gapRatio (A : ℝ → ℝ) (r h : ℝ) : ℝ := gap A r h / gap A r (h / r)

/-- The observed order of convergence from three calculations, for `r > 1` and a positive
ratio of successive changes. -/
def observedOrder (A : ℝ → ℝ) (r h : ℝ) : ℝ := Real.log (gapRatio A r h) / Real.log r

/-- The three-point extrapolated value: Richardson's formula with the measured ratio of changes
in place of `r^p`. Its domain is where that ratio is defined and differs from one. -/
def threePointValue (A : ℝ → ℝ) (r h : ℝ) : ℝ :=
  (gapRatio A r h * A (h / r) - A h) / (gapRatio A r h - 1)
```

## Refinement and the size of the gap

Dividing the step by r preserves the limit h → 0+. Composing a bound with this map, and taking the constant r^(−q) out of the power, shows that refinement preserves O(h^q).

```lean
variable {A : ℝ → ℝ} {A0 c p q r : ℝ}

/-- Refining a positive step by a fixed positive ratio keeps it positive and tending to zero. -/
lemma tendsto_refine (hr : 0 < r) : Tendsto (fun h : ℝ => h / r) (𝓝[>] 0) (𝓝[>] 0) := by
  refine tendsto_nhdsWithin_iff.2 ⟨?_, ?_⟩
  · have h0 : Tendsto (fun h : ℝ => h / r) (𝓝 0) (𝓝 (0 / r)) :=
      (continuous_id.div_const r).tendsto (0 : ℝ)
    rw [zero_div] at h0
    exact h0.mono_left nhdsWithin_le_nhds
  · filter_upwards [self_mem_nhdsWithin] with h hh
    exact Set.mem_Ioi.2 (div_pos (Set.mem_Ioi.1 hh) hr)

/-- An error of order `h^q` is still of order `h^q` when evaluated at the refined step. -/
lemma isBigO_refine (hr : 0 < r) {f : ℝ → ℝ} (hf : f =O[𝓝[>] 0] fun h => h ^ q) :
    (fun h => f (h / r)) =O[𝓝[>] 0] fun h => h ^ q := by
  have h1 := hf.comp_tendsto (tendsto_refine hr)
  have h3 : (fun h : ℝ => (r ^ q)⁻¹ * h ^ q) =O[𝓝[>] 0] fun h => h ^ q :=
    (isBigO_refl _ _).const_mul_left _
  have h2 : (fun h : ℝ => (h / r) ^ q) =O[𝓝[>] 0] fun h => h ^ q := by
    refine h3.congr' ?_ EventuallyEq.rfl
    filter_upwards [self_mem_nhdsWithin] with h hh
    rw [Real.div_rpow (Set.mem_Ioi.1 hh).le hr.le]
    ring
  exact h1.trans h2
```

Subtracting the two remainders gives the expansion of the gap; `ring` checks the algebra once the power of h/r has been split.

```lean
/-- The change under refinement is `c (1 - r^(-p)) h^p` up to `O(h^q)`. -/
theorem gap_expansion (hr : 0 < r) (hA : HasLeadingError A A0 c p q) :
    (fun h => gap A r h - c * (1 - (r ^ p)⁻¹) * h ^ p) =O[𝓝[>] 0] fun h => h ^ q := by
  unfold HasLeadingError at hA
  refine (hA.sub (isBigO_refine hr hA)).congr' ?_ EventuallyEq.rfl
  filter_upwards [self_mem_nhdsWithin] with h hh
  simp only [gap]
  rw [Real.div_rpow (Set.mem_Ioi.1 hh).le hr.le]
  ring
```

Dividing that expansion by h^p leaves an error O(h^(q−p)), which vanishes because q > p. This gives the limit K, and the third result below shows that K is nonzero when c ≠ 0, p > 0 and r > 1.

```lean
/-- A positive power of the step tends to zero with the step. -/
lemma tendsto_rpow_zero {s : ℝ} (hs : 0 < s) :
    Tendsto (fun h : ℝ => h ^ s) (𝓝[>] 0) (𝓝 0) := by
  have h0 := (Real.continuousAt_rpow_const 0 s (Or.inr hs.le)).tendsto
  rw [Real.zero_rpow hs.ne'] at h0
  exact h0.mono_left nhdsWithin_le_nhds

/-- The change under refinement, divided by `h^p`, tends to `c (1 - r^(-p))`. -/
theorem gap_scaled (hr : 0 < r) (hpq : p < q) (hA : HasLeadingError A A0 c p q) :
    Tendsto (fun h => gap A r h / h ^ p) (𝓝[>] 0) (𝓝 (c * (1 - (r ^ p)⁻¹))) := by
  have h1 := (gap_expansion hr hA).mul (isBigO_refl (fun h : ℝ => (h ^ p)⁻¹) (𝓝[>] 0))
  have h2 : Tendsto (fun h : ℝ => h ^ q * (h ^ p)⁻¹) (𝓝[>] 0) (𝓝 0) := by
    refine (tendsto_rpow_zero (sub_pos.2 hpq)).congr' ?_
    filter_upwards [self_mem_nhdsWithin] with h hh
    rw [Real.rpow_sub (Set.mem_Ioi.1 hh), div_eq_mul_inv]
  have h4 := (h1.trans_tendsto h2).add_const (c * (1 - (r ^ p)⁻¹))
  rw [zero_add] at h4
  refine h4.congr' ?_
  filter_upwards [self_mem_nhdsWithin] with h hh
  have hne : h ^ p ≠ 0 := (Real.rpow_pos_of_pos (Set.mem_Ioi.1 hh) p).ne'
  rw [sub_mul, mul_assoc _ (h ^ p), mul_inv_cancel₀ hne, div_eq_mul_inv]
  ring

/-- The leading coefficient `c (1 - r^(-p))` of the change under refinement is nonzero. -/
lemma leading_ne_zero (hr : 1 < r) (hp : 0 < p) (hc : c ≠ 0) : c * (1 - (r ^ p)⁻¹) ≠ 0 :=
  mul_ne_zero hc (sub_pos.2 (inv_lt_one_of_one_lt₀ (Real.one_lt_rpow hr hp))).ne'
```

## The rate for the gap ratio and the observed order

In the next proof, `hN` is the combination in which the leading terms cancel, and `hg` bounds the reciprocal of the scaled gap at h/r. The identity `key` assembles them into ρ(h) − r^p.

```lean
/-- The ratio of successive changes equals `r^p` up to `O(h^(q-p))`. -/
theorem gapRatio_rate (hr : 1 < r) (hp : 0 < p) (hpq : p < q) (hc : c ≠ 0)
    (hA : HasLeadingError A A0 c p q) :
    (fun h => gapRatio A r h - r ^ p) =O[𝓝[>] 0] fun h => h ^ (q - p) := by
  have hr0 : 0 < r := by linarith
  have hK := leading_ne_zero hr hp hc
  have hD := gap_expansion hr0 hA
  -- the leading terms cancel in `gap h - r^p * gap (h/r)`
  have hN := hD.sub ((isBigO_refine hr0 hD).const_mul_left (r ^ p))
  have hs := (gap_scaled hr0 hpq hA).comp (tendsto_refine hr0)
  have hg := (hs.inv₀ hK).isBigO_one ℝ
  have key : ∀ x y u v K : ℝ, x ≠ 0 → y ≠ 0 → v ≠ 0 →
      (u - K * x - y * (v - K * (x / y))) * (v / (x / y))⁻¹ * (y * x⁻¹) = u / v - y := by
    intro x y u v K hx hy hv
    field_simp
    ring
  refine ((hN.mul hg).mul ((isBigO_refl (fun h : ℝ => (h ^ p)⁻¹)
    (𝓝[>] 0)).const_mul_left (r ^ p))).congr' ?_ ?_
  · filter_upwards [self_mem_nhdsWithin, hs.eventually_ne hK] with h hh hne
    have hg0 : gap A r (h / r) ≠ 0 := by
      intro h0
      apply hne
      simp [Function.comp_apply, h0]
    simp only [gapRatio, Function.comp_apply, Real.div_rpow (Set.mem_Ioi.1 hh).le hr0.le]
    exact key _ _ _ _ _ (Real.rpow_pos_of_pos (Set.mem_Ioi.1 hh) p).ne'
      (Real.rpow_pos_of_pos hr0 p).ne' hg0
  · filter_upwards [self_mem_nhdsWithin] with h hh
    rw [Real.rpow_sub (Set.mem_Ioi.1 hh)]
    ring

/-- The ratio of successive changes tends to `r^p`. -/
lemma gapRatio_tendsto (hr : 1 < r) (hp : 0 < p) (hpq : p < q) (hc : c ≠ 0)
    (hA : HasLeadingError A A0 c p q) :
    Tendsto (gapRatio A r) (𝓝[>] 0) (𝓝 (r ^ p)) := by
  have h1 := ((gapRatio_rate hr hp hpq hc hA).trans_tendsto
    (tendsto_rpow_zero (sub_pos.2 hpq))).add_const (r ^ p)
  simpa using h1
```

The logarithm enters through `hl.isBigO_sub`, which bounds the change in ln ρ by the change in ρ. The result is the rate for P.

```lean
/-- The observed order differs from `p` by `O(h^(q-p))`. -/
theorem observedOrder_rate (hr : 1 < r) (hp : 0 < p) (hpq : p < q) (hc : c ≠ 0)
    (hA : HasLeadingError A A0 c p q) :
    (fun h => observedOrder A r h - p) =O[𝓝[>] 0] fun h => h ^ (q - p) := by
  have hr0 : 0 < r := by linarith
  have hl : DifferentiableAt ℝ Real.log (r ^ p) :=
    Real.differentiableAt_log (Real.rpow_pos_of_pos hr0 p).ne'
  have h1 := (hl.isBigO_sub.comp_tendsto (gapRatio_tendsto hr hp hpq hc hA)).trans
    (gapRatio_rate hr hp hpq hc hA)
  refine (h1.const_mul_left (Real.log r)⁻¹).congr_left fun h => ?_
  have hlog : Real.log r ≠ 0 := (Real.log_pos hr).ne'
  simp only [Function.comp_apply, observedOrder, Real.log_rpow hr0]
  rw [mul_sub, mul_comm p, inv_mul_cancel_left₀ hlog, div_eq_inv_mul]
```

The limit follows from the rate. The theorem also states that ρ(h) is positive for all small enough h; since Lean sets division by zero to zero, this also ensures that the second gap is nonzero there.

```lean
/-- For all small enough steps the ratio of successive changes is positive, and the observed
order tends to the exponent `p` of the leading error. -/
theorem observedOrder_tendsto (hr : 1 < r) (hp : 0 < p) (hpq : p < q) (hc : c ≠ 0)
    (hA : HasLeadingError A A0 c p q) :
    (∀ᶠ h in 𝓝[>] 0, 0 < gapRatio A r h) ∧
      Tendsto (observedOrder A r) (𝓝[>] 0) (𝓝 p) := by
  refine ⟨(gapRatio_tendsto hr hp hpq hc hA).eventually
    (lt_mem_nhds (Real.rpow_pos_of_pos (by linarith) p)), ?_⟩
  have h1 := ((observedOrder_rate hr hp hpq hc hA).trans_tendsto
    (tendsto_rpow_zero (sub_pos.2 hpq))).add_const p
  simpa using h1
```

## The error of the three-point value

Here `t1` bounds ρ(h) E(h/r), and `t2` bounds the contribution from the error in the measured ratio. The identity `key` is the decomposition derived above, divided by ρ(h) − 1, whose reciprocal is bounded by `hinv`.

```lean
/-- The three-point extrapolated value, which does not use the exponent `p`, equals `A0` up to
`O(h^q)`. -/
theorem threePointValue_error (hr : 1 < r) (hp : 0 < p) (hpq : p < q) (hc : c ≠ 0)
    (hA : HasLeadingError A A0 c p q) :
    (fun h => threePointValue A r h - A0) =O[𝓝[>] 0] fun h => h ^ q := by
  have hr0 : 0 < r := by linarith
  have hρ := gapRatio_tendsto hr hp hpq hc hA
  have hne : r ^ p - 1 ≠ 0 := (sub_pos.2 (Real.one_lt_rpow hr hp)).ne'
  have hinv := ((hρ.sub_const 1).inv₀ hne).isBigO_one ℝ
  unfold HasLeadingError at hA
  -- remainder at the refined step, weighted by the bounded ratio
  have t1 := ((hρ.isBigO_one ℝ).mul (isBigO_refine hr0 hA)).congr_right
    (fun h => one_mul (h ^ q))
  -- error of the measured ratio, weighted by the leading term
  have t2 : (fun h => (gapRatio A r h - r ^ p) * (c * (h / r) ^ p)) =O[𝓝[>] 0]
      fun h => h ^ q := by
    refine ((gapRatio_rate hr hp hpq hc hA).mul ((isBigO_refine hr0
      (isBigO_refl (fun h : ℝ => h ^ p) (𝓝[>] 0))).const_mul_left c)).congr'
      EventuallyEq.rfl ?_
    filter_upwards [self_mem_nhdsWithin] with h hh
    rw [← Real.rpow_add (Set.mem_Ioi.1 hh), sub_add_cancel]
  have key : ∀ s y x a b : ℝ, s - 1 ≠ 0 →
      (s * (a - A0 - c * x) - (b - A0 - c * (y * x)) + (s - y) * (c * x)) * (s - 1)⁻¹
        = (s * a - b) / (s - 1) - A0 := by
    intro s y x a b hs
    field_simp
    ring
  refine (((t1.sub hA).add t2).mul hinv).congr' ?_ ?_
  · filter_upwards [self_mem_nhdsWithin, (hρ.sub_const 1).eventually_ne hne] with h hh hs
    have hx : h ^ p = r ^ p * (h / r) ^ p := by
      rw [Real.div_rpow (Set.mem_Ioi.1 hh).le hr0.le,
        mul_div_cancel₀ _ (Real.rpow_pos_of_pos hr0 p).ne']
    simp only [threePointValue]
    rw [hx]
    exact key _ _ _ _ _ hs
  · exact Eventually.of_forall fun h => mul_one (h ^ q)
```

These theorems are asymptotic: they give neither the constant in the bound nor a step below which it applies. They treat A(h) as exact, without rounding, incomplete self-consistency or sampling noise. Richardson's formula with a known r^p in place of ρ(h) is not treated.

## Exact recovery for a pure power law

With no remainder, the gap is exactly K x^p at every positive x. The theorem keeps the hypotheses c ≠ 0, p > 0 and r > 1, so K ≠ 0 and the quotient of two successive gaps is r^p. Its logarithm divided by ln r is p, without a limit. For c = 0 both gaps vanish and there is no order to observe.

```lean
/-- For a pure power law `A0 + c h^p` the observed order is exactly `p` at every positive
step. -/
theorem observedOrder_powerLaw (hr : 1 < r) (hp : 0 < p) (hc : c ≠ 0) {h : ℝ} (hh : 0 < h) :
    observedOrder (fun x => A0 + c * x ^ p) r h = p := by
  have hr0 : 0 < r := by linarith
  have hgap : ∀ x : ℝ, 0 < x →
      gap (fun x => A0 + c * x ^ p) r x = c * (1 - (r ^ p)⁻¹) * x ^ p := by
    intro x hx
    simp only [gap]
    rw [Real.div_rpow hx.le hr0.le]
    ring
  have key : ∀ K x y : ℝ, K ≠ 0 → x ≠ 0 → y ≠ 0 → K * x / (K * (x / y)) = y := by
    intro K x y hK hx hy
    field_simp
  have hratio : gapRatio (fun x => A0 + c * x ^ p) r h = r ^ p := by
    unfold gapRatio
    rw [hgap h hh, hgap (h / r) (div_pos hh hr0), Real.div_rpow hh.le hr0.le]
    exact key _ _ _ (leading_ne_zero hr hp hc) (Real.rpow_pos_of_pos hh p).ne'
      (Real.rpow_pos_of_pos hr0 p).ne'
  unfold observedOrder
  rw [hratio, Real.log_rpow hr0, mul_div_cancel_right₀ _ (Real.log_pos hr).ne']

end

end ObservedOrder
```

```lean
#print axioms ObservedOrder.observedOrder_tendsto
#print axioms ObservedOrder.threePointValue_error
#print axioms ObservedOrder.observedOrder_powerLaw
```

```
'ObservedOrder.observedOrder_tendsto' depends on axioms: [propext, Classical.choice, Quot.sound]
'ObservedOrder.threePointValue_error' depends on axioms: [propext, Classical.choice, Quot.sound]
'ObservedOrder.observedOrder_powerLaw' depends on axioms: [propext, Classical.choice, Quot.sound]
```
